# The sum of trapezoidal panel averages gives interior nodes weight one and end nodes weight one half

The lemma `panel_sum` is the identity behind the composite trapezoidal rule with unit spacing, a rule used to integrate functions sampled on a grid. For any real sequence `g` and any nonzero number `n` of panels, it says that the sum of the averages (g(i) + g(i+1))/2 over i = 0, …, n − 1 equals the sum of the values g(0), …, g(n), with weight 1/2 at the two ends and weight 1 elsewhere. It is an exact statement about finite sums and says nothing about how well they approximate an integral. The attempt first shows by induction that the panel sum is the full sum of node values less half of each end value, then writes the weighted terms in the same form and compares the two.

The failing Lean file:

```lean
import Mathlib

open Finset

namespace RombergPositivity

noncomputable section

/-- Summing panel averages counts interior nodes fully and the two end nodes by one half. -/
theorem panel_sum (g : ℕ → ℝ) (n : ℕ) (hn : n ≠ 0) :
    ∑ i ∈ range n, (g i + g (i + 1)) / 2
      = ∑ i ∈ range (n + 1), (if i = 0 ∨ i = n then 1 / 2 else 1) * g i := by
  have h1 : ∀ N : ℕ, ∑ i ∈ range N, (g i + g (i + 1)) / 2
      = ∑ i ∈ range (N + 1), g i - g 0 / 2 - g N / 2 := by
    intro N
    induction N with
    | zero => simp
    | succ N ih => rw [sum_range_succ, ih, sum_range_succ _ (N + 1)]; ring
  have h2 : ∀ i, (if i = 0 ∨ i = n then (1 / 2 : ℝ) else 1) * g i
      = g i - (if i = 0 then g i / 2 else 0) - (if i = n then g i / 2 else 0) := by
    intro i
    by_cases h0 : i = 0
    · have h3 : i ≠ n := by omega
      rw [if_pos (Or.inl h0), if_pos h0, if_neg h3]; ring
    · by_cases h3 : i = n
      · rw [if_pos (Or.inr h3), if_neg h0, if_pos h3]; ring
      · rw [if_neg (not_or.2 ⟨h0, h3⟩), if_neg h0, if_neg h3]; ring
  rw [h1, sum_congr rfl (fun i _ => h2 i), sum_sub_distrib, sum_sub_distrib,
    sum_ite_eq', sum_ite_eq', if_pos (mem_range.2 (by omega)), if_pos (mem_range.2 (by omega))]

end

end RombergPositivity
```

Lean reports:

```
Main.lean:17:11: error: unsolved goals
case zero
g : ℕ → ℝ
n : ℕ
hn : n ≠ 0
⊢ 0 = g 0 - g 0 / 2 - g 0 / 2
```

The one error is in the base case of the induction that proves `h1`, where there are no panels. There `simp` evaluates both sums: the one on the left is empty and gives 0, and the one on the right has the single term `g 0`. What remains is `0 = g 0 - g 0 / 2 - g 0 / 2`. This is true, but `simp` stops without closing it, because its simplifications did not combine the two halves and cancel them against `g 0`. Since no tactic follows, Lean reports the goal as unsolved.

The repair keeps `simp` and adds `ring` after it. The remaining goal is an identity in the real number `g 0` with rational coefficients, which `ring` proves by bringing both sides to a common normal form. Setting the two tactics on separate lines is only layout.

The mended proof, as a diff:

```diff
@@ -15,5 +15,7 @@
     intro N
     induction N with
-    | zero => simp
+    | zero =>
+      simp
+      ring
     | succ N ih => rw [sum_range_succ, ih, sum_range_succ _ (N + 1)]; ring
   have h2 : ∀ i, (if i = 0 ∨ i = n then (1 / 2 : ℝ) else 1) * g i
```
